# For non-interacting fermions at a fixed whole particle number, no fractional occupations give less energy than filling the lowest levels

Take finitely many one-particle levels with real energies `e i`, and a set `S` of levels, none of which lies higher than any level outside `S`. The theorem says that if occupations `w i` between 0 and 1 add up to the number of levels in `S`, then the energy `∑ i, e i * w i` is at least the sum of the energies in `S`. The particles do not interact, so the energy is linear in the occupations. The proof picks a chemical potential `μ` with the levels of `S` at or below it and the others at or above it. It then sums the non-negative products of `e i - μ` with the change in occupation, and the terms in `μ` cancel because the particle number is the same.

The first attempt, which Lean rejects:

```lean
import Mathlib

open Finset

namespace FermionEnergyConcavity

noncomputable section

/-- Fractional occupations between 0 and 1 with the same particle number do not give
an energy below that of filling the lowest levels. -/
theorem lowest_filling_le {n : ℕ} (e w : Fin n → ℝ) (S : Finset (Fin n))
    (hS : ∀ i ∈ S, ∀ j ∉ S, e i ≤ e j) (w0 : ∀ i, 0 ≤ w i) (w1 : ∀ i, w i ≤ 1)
    (hw : ∑ i, w i = S.card) : ∑ i ∈ S, e i ≤ ∑ i, e i * w i := by
  -- a chemical potential separates filled from empty levels
  have hμ : ∃ μ : ℝ, (∀ i ∈ S, e i ≤ μ) ∧ ∀ j ∉ S, μ ≤ e j := by
    rcases S.eq_empty_or_nonempty with rfl | h
    · obtain ⟨μ, hμ⟩ := (univ.image e).exists_le
      exact ⟨μ, by simp, fun j _ => hμ _ (mem_image_of_mem e (mem_univ j))⟩
    · obtain ⟨k, hk, hmax⟩ := S.exists_max_image e h
      exact ⟨e k, hmax, fun j hj => hS k hk j hj⟩
  obtain ⟨μ, h1, h2⟩ := hμ
  have key : 0 ≤ ∑ i, (e i - μ) * (w i - if i ∈ S then 1 else 0) := by
    refine sum_nonneg fun i _ => ?_
    by_cases hi : i ∈ S
    · rw [if_pos hi]
      nlinarith [mul_nonneg (sub_nonneg.2 (h1 i hi)) (sub_nonneg.2 (w1 i))]
    · rw [if_neg hi, sub_zero]
      exact mul_nonneg (sub_nonneg.2 (h2 i hi)) (w0 i)
  have hexp : ∀ i, (e i - μ) * (w i - if i ∈ S then 1 else 0) =
      e i * w i - (if i ∈ S then e i else 0) - μ * w i
        + μ * (if i ∈ S then 1 else 0) := by
    intro i
    split_ifs <;> ring
  simp only [hexp, sum_add_distrib, sum_sub_distrib, ← mul_sum] at key
  have ha : ∑ i, (if i ∈ S then e i else 0) = ∑ i ∈ S, e i := by simp
  have hb : ∑ i, (if i ∈ S then (1 : ℝ) else 0) = S.card := by simp
  rw [ha, hb, hw] at key
  linarith

end

end FermionEnergyConcavity
```

The error:

```
Main.lean:18:36: error: Type mismatch
  hμ (e j) (mem_image_of_mem e (mem_univ j))
has type
  e j ≤ μ
but is expected to have type
  μ ≤ e j
```

The error is in the case where `S` is empty. No level is filled there, so `μ` only has to lie at or below every level: the goal is `μ ≤ e j`. But `exists_le`, applied to the finite set of energies, gives a `μ` that is at or above all of them. The hypothesis `hμ` therefore yields `e j ≤ μ`, the inequality the wrong way round, and Lean reports a type mismatch.

The repair keeps `exists_le` but applies it to the negated energies, so that `-e j ≤ μ` for every `j`. The chemical potential is now taken to be `-μ`, and the goal becomes `-μ ≤ e j`. This is the same inequality with the signs changed, and `linarith` derives it from `h`. The move from `exact` to `refine` with `?_` leaves that goal open for the two lines that follow.

As a diff, the version that Lean accepts:

```diff
@@ -15,6 +15,8 @@
   have hμ : ∃ μ : ℝ, (∀ i ∈ S, e i ≤ μ) ∧ ∀ j ∉ S, μ ≤ e j := by
     rcases S.eq_empty_or_nonempty with rfl | h
-    · obtain ⟨μ, hμ⟩ := (univ.image e).exists_le
-      exact ⟨μ, by simp, fun j _ => hμ _ (mem_image_of_mem e (mem_univ j))⟩
+    · obtain ⟨μ, hμ⟩ := (univ.image (fun k => -e k)).exists_le
+      refine ⟨-μ, by simp, fun j _ => ?_⟩
+      have h : -e j ≤ μ := hμ _ (mem_image_of_mem (fun k => -e k) (mem_univ j))
+      linarith
     · obtain ⟨k, hk, hmax⟩ := S.exists_max_image e h
       exact ⟨e k, hmax, fun j hj => hS k hk j hj⟩
```
